# Projective, variational and unitary CCD agree on the exact ground state of the four-particle Lipkin even sector

Four fermions occupy two fourfold degenerate levels a distance \(e\) apart, and an interaction lifts or lowers them in pairs, with the same strength for every pair. Starting from all particles in the lower level, the collective states with zero, two and four excited particles, \(e_0,e_1,e_2\), form a closed sector, in which the interaction has the matrix element \(-w\) between neighbouring states:

\[
H=\begin{pmatrix}-2e&-w&0\\-w&0&-w\\0&-w&2e\end{pmatrix}.
\]

Coupled cluster with doubles (CCD) has one amplitude here, while a normalised real state has two free parameters. Can CCD still be exact, and does it matter whether the amplitude is found by projection, by minimising the energy, or with a unitary ansatz?

For \(w>0\) and any real \(e\), CCD is exact and the three variants agree, provided the positive root of the projected equation is taken; its negative root belongs to an excited state. Let \(X\) be the pair excitation \(e_0\to e_1\to e_2\to0\), and set

\[
R=\sqrt{4e^2+2w^2},\qquad s=\frac{R-2e}{w}.
\]

Then \(\exp(sX)e_0=(1,s,s^2/2)\) is the ground state, unique up to scale, with energy \(-R\). In this three-state model, a CCD or unitary CCD program can therefore be tested against a closed-form answer.

## One quadratic equation and two squares

Since \(R>2e\), we have \(s>0\). Squaring \(ws+2e=R\) and dividing by \(2w\) gives

\[
\tfrac12ws^2+2es-w=0.\tag{1}
\]

**Projection.** As \(X^3=0\), \(\exp(tX)e_0=(1,t,t^2/2)\). Applying \(H\) gives \((-2e-wt,\,-w-wt^2/2,\,-wt+et^2)\), and then \(\exp(-tX)=1-tX+t^2X^2/2\) gives

\[
\exp(-tX)\,H\exp(tX)\,e_0=(-2e-wt,\ \tfrac12wt^2+2et-w,\ 0).
\]

The last component vanishes for every \(t\). At \(t=s\) the middle one vanishes by (1), and the first is \(-R\). Multiplying by \(\exp(sX)\) shows that \((1,s,s^2/2)\) is an eigenvector.

**Minimisation.** For real \(x=(x_0,x_1,x_2)\), insert \(R=2e+ws\). By (1), \(s(2e+ws)=w+ws^2/2\) and \(s(4e+ws)=2w\), so

\[
s\bigl(\langle x,Hx\rangle+R\langle x,x\rangle\bigr)
=w(sx_0-x_1)^2+2w\bigl(x_2-\tfrac12sx_1\bigr)^2\ge0.
\]

Equality forces \(x=x_0(1,s,s^2/2)\).

**Unitary ansatz.** Let \(A=X-X^T\), so \(A^3=-2A\). If \(M^3=-\kappa M\), then \(F=1+aM+bM^2\) obeys \(F'=MF\), \(F(0)=1\), provided \(a'=1-\kappa b\), \(b'=a\) and \(a(0)=b(0)=0\); hence \(F(t)=\exp(tM)\). For \(\kappa=2\), \(a=\sin(\sqrt2t)/\sqrt2\) and \(b=(1-\cos\sqrt2t)/2\). With \(Ae_0=e_1\), \(A^2e_0=e_2-e_0\) and \(\theta=q/\sqrt2\),

\[
\exp(qA)\,e_0=(\cos^2\theta,\ \sqrt2\sin\theta\cos\theta,\ \sin^2\theta).
\]

Choosing \(\tan\theta=t/\sqrt2\) turns this into \((1,t,t^2/2)/(1+t^2/2)\), the normalised CCD state.

At \(e=0\), \(s=\sqrt2\), the energy is \(-\sqrt2w\), and the normalised state is \((1/2,\sqrt2/2,1/2)\). The formulas also cover \(e<0\), where the order of the levels is reversed and the reference has all particles in the upper one. There the coupling is needed: for \(w=0\), \(e=-1\), the ground state is \(e_2\), which is proportional to no CCD state because their first component is 1.

## The model and its ansätze in Lean

```lean
import Mathlib

open Matrix

namespace LipkinCoupledCluster

noncomputable section
```

States are real vectors indexed by 0, 1, 2. The matrix is taken as given, not derived from a many-particle Hamiltonian.

```lean
/-- The Hamiltonian of the even sector of the four-particle Lipkin model, in the basis of
zero, two and four excited particles. -/
def lipkinH (e w : ℝ) : Matrix (Fin 3) (Fin 3) ℝ :=
  !![-2 * e, -w, 0; -w, 0, -w; 0, -w, 2 * e]

/-- The pair excitation operator `X`, which moves the first two basis states one step up and sends
the last to zero. -/
def shift : Matrix (Fin 3) (Fin 3) ℝ := !![0, 0, 0; 1, 0, 0; 0, 1, 0]

/-- The reference state, with no particle excited. -/
def refState : Fin 3 → ℝ := ![1, 0, 0]
```

Both ansätze are true matrix exponentials acting on the reference.

```lean
/-- The CCD state `exp(t X) e₀`. -/
def ccd (t : ℝ) : Fin 3 → ℝ := NormedSpace.exp (t • shift) *ᵥ refState

/-- The unitary CCD state `exp(q (X - Xᵀ)) e₀`. -/
def ucc (q : ℝ) : Fin 3 → ℝ := NormedSpace.exp (q • (shift - shiftᵀ)) *ᵥ refState
```

The energy is the Rayleigh quotient, so states need not be normalised. `E₀` is \(-R\) and `amp` is \(s\).

```lean
/-- The energy expectation value of a nonzero, not necessarily normalised, state `v`. -/
def energy (e w : ℝ) (v : Fin 3 → ℝ) : ℝ := (v ⬝ᵥ lipkinH e w *ᵥ v) / (v ⬝ᵥ v)

/-- The energy `-√(4e² + 2w²)`. -/
def E₀ (e w : ℝ) : ℝ := -√(4 * e ^ 2 + 2 * w ^ 2)

/-- The doubles amplitude `s = (√(4e² + 2w²) - 2e) / w`, for `w ≠ 0`. -/
def amp (e w : ℝ) : ℝ := (√(4 * e ^ 2 + 2 * w ^ 2) - 2 * e) / w
```

## Exponentials in closed form

The first theorem is the differential-equation argument: `hF` is \(F'=MF\), and `hG` shows that \(\exp(-uM)F(u)\) is constant.

```lean
/-- If `M³ = -κ M`, the exponential of `t M` is a quadratic polynomial in `M` whose
coefficients solve `a' = 1 - κ b`, `b' = a` and vanish at `t = 0`. -/
theorem exp_of_cubic {M : Matrix (Fin 3) (Fin 3) ℝ} {κ : ℝ} {a b : ℝ → ℝ}
    (hM : M * M * M = (-κ) • M) (ha : ∀ t, HasDerivAt a (1 - κ * b t) t)
    (hb : ∀ t, HasDerivAt b (a t) t) (ha0 : a 0 = 0) (hb0 : b 0 = 0) (t : ℝ) :
    NormedSpace.exp (t • M) = 1 + a t • M + b t • (M * M) := by
  let : NormedRing (Matrix (Fin 3) (Fin 3) ℝ) := Matrix.linftyOpNormedRing
  let : NormedAlgebra ℝ (Matrix (Fin 3) (Fin 3) ℝ) := Matrix.linftyOpNormedAlgebra
  -- the polynomial solves F' = M F
  have hF : ∀ u, HasDerivAt (fun u => 1 + a u • M + b u • (M * M))
      (M * (1 + a u • M + b u • (M * M))) u := by
    intro u
    have h := (((ha u).smul_const M).const_add 1).fun_add ((hb u).smul_const (M * M))
    refine h.congr_deriv ?_
    rw [mul_add, mul_add, mul_one, mul_smul_comm, mul_smul_comm, ← mul_assoc, hM]
    module
  -- hence exp(-u M) F(u) is constant
  have hG : ∀ u : ℝ, HasDerivAt
      (fun u : ℝ => NormedSpace.exp (u • (-M)) * (1 + a u • M + b u • (M * M))) 0 u := by
    intro u
    have h := (hasDerivAt_exp_smul_const (-M) u).fun_mul (hF u)
    refine h.congr_deriv ?_
    rw [mul_neg, neg_mul, mul_assoc, neg_add_cancel]
  have hc := is_const_of_deriv_eq_zero (fun u => (hG u).differentiableAt)
    (fun u => (hG u).deriv) t 0
  simp only [ha0, hb0, zero_smul, NormedSpace.exp_zero, add_zero, mul_one] at hc
  have hcomm : Commute (t • M) (t • (-M)) :=
    ((Commute.refl M).neg_right.smul_left t).smul_right t
  have hinv : NormedSpace.exp (t • M) * NormedSpace.exp (t • (-M)) = 1 := by
    rw [← Matrix.exp_add_of_commute _ _ hcomm, smul_neg, add_neg_cancel, NormedSpace.exp_zero]
  calc NormedSpace.exp (t • M)
      = NormedSpace.exp (t • M) *
          (NormedSpace.exp (t • (-M)) * (1 + a t • M + b t • (M * M))) := by rw [hc, mul_one]
    _ = 1 + a t • M + b t • (M * M) := by rw [← mul_assoc, hinv, one_mul]
```

The case \(\kappa=0\) gives the CCD state.

```lean
/-- The cluster operator `exp(t X)` in closed form. -/
theorem exp_shift (t : ℝ) :
    NormedSpace.exp (t • shift) = !![1, 0, 0; t, 1, 0; t ^ 2 / 2, t, 1] := by
  have hM : shift * shift * shift = (-(0 : ℝ)) • shift := by
    ext i j
    fin_cases i <;> fin_cases j <;> simp [shift, Matrix.mul_apply, Fin.sum_univ_succ]
  rw [exp_of_cubic (a := fun u => u) (b := fun u => u ^ 2 / 2) hM
    (fun u => (hasDerivAt_id' u).congr_deriv (by ring))
    (fun u => ((hasDerivAt_pow 2 u).div_const 2).congr_deriv (by norm_num))
    rfl (by norm_num) t]
  ext i j
  fin_cases i <;> fin_cases j <;> simp [shift]

/-- The CCD state has components `(1, t, t²/2)`. -/
theorem ccd_eq (t : ℝ) : ccd t = ![1, t, t ^ 2 / 2] := by
  rw [ccd, exp_shift]
  ext i
  fin_cases i <;> simp [refState, Matrix.mulVec, dotProduct, Fin.sum_univ_succ]
```

The case \(\kappa=2\) gives the unitary state.

```lean
/-- The unitary CCD state in closed form. -/
theorem ucc_eq (q : ℝ) : ucc q =
    ![(1 + Real.cos (√2 * q)) / 2, √2 / 2 * Real.sin (√2 * q),
      (1 - Real.cos (√2 * q)) / 2] := by
  have hr : √2 ^ 2 = (2 : ℝ) := Real.sq_sqrt (by norm_num)
  have hA : shift - shiftᵀ = !![0, -1, 0; 1, 0, -1; 0, 1, 0] := by
    ext i j
    fin_cases i <;> fin_cases j <;> simp [shift]
  have hM : (shift - shiftᵀ) * (shift - shiftᵀ) * (shift - shiftᵀ)
      = (-(2 : ℝ)) • (shift - shiftᵀ) := by
    rw [hA]
    ext i j
    fin_cases i <;> fin_cases j <;> norm_num [Matrix.mul_apply, Fin.sum_univ_succ]
  have h0 : ∀ u : ℝ, HasDerivAt (fun u => √2 * u) √2 u := fun u =>
    ((hasDerivAt_id' u).const_mul √2).congr_deriv (mul_one _)
  rw [ucc, exp_of_cubic (a := fun u => √2 / 2 * Real.sin (√2 * u))
    (b := fun u => (1 - Real.cos (√2 * u)) / 2) hM
    (fun u => ((h0 u).sin.const_mul (√2 / 2)).congr_deriv
      (by linear_combination Real.cos (√2 * u) / 2 * hr))
    (fun u => (((h0 u).cos.const_sub 1).div_const 2).congr_deriv (by ring))
    (by simp) (by simp) q, hA]
  ext i
  fin_cases i <;> simp [refState, Matrix.mulVec, dotProduct, Fin.sum_univ_succ]
  ring
```

The half-angle substitution now links them for every \(t\); `c` is \(\cos\theta\), and `hc` is \((1+t^2/2)\cos^2\theta=1\).

```lean
/-- Every CCD state is a multiple of a unitary CCD state, with
`q = √2 arctan(t/√2)`. -/
theorem ccd_eq_smul_ucc (t : ℝ) :
    ccd t = (1 + t ^ 2 / 2) • ucc (√2 * Real.arctan (t / √2)) := by
  have hr : √2 ^ 2 = (2 : ℝ) := Real.sq_sqrt (by norm_num)
  obtain ⟨y, hyd⟩ : ∃ y, y = t / √2 := ⟨_, rfl⟩
  have hy : √2 * y = t := by rw [hyd]; field_simp
  have hy2 : t ^ 2 = 2 * y ^ 2 := by linear_combination (-(√2 * y + t)) * hy + y ^ 2 * hr
  have hsin := Real.tan_arctan y
  rw [Real.tan_eq_sin_div_cos, div_eq_iff (Real.cos_arctan_pos y).ne'] at hsin
  have hone := Real.sin_sq_add_cos_sq (Real.arctan y)
  rw [hsin] at hone
  have hangle : √2 * (√2 * Real.arctan y) = 2 * Real.arctan y := by
    linear_combination Real.arctan y * hr
  rw [ccd_eq, ucc_eq, ← hyd, hangle, Real.cos_two_mul, Real.sin_two_mul, hsin]
  generalize Real.cos (Real.arctan y) = c at hone
  have hc : (1 + t ^ 2 / 2) * c ^ 2 = 1 := by linear_combination hone + c ^ 2 / 2 * hy2
  ext i
  fin_cases i
  · show 1 = (1 + t ^ 2 / 2) * ((1 + (2 * c ^ 2 - 1)) / 2)
    linear_combination -hc
  · show t = (1 + t ^ 2 / 2) * (√2 / 2 * (2 * (y * c) * c))
    linear_combination (-t) * hc - (1 + t ^ 2 / 2) * c ^ 2 * hy
  · show t ^ 2 / 2 = (1 + t ^ 2 / 2) * ((1 - (2 * c ^ 2 - 1)) / 2)
    linear_combination hc
```

## Residuals and the ground state

After writing out the action of \(H\), Lean confirms the three projected components.

```lean
lemma lipkinH_mulVec (e w : ℝ) (x : Fin 3 → ℝ) : lipkinH e w *ᵥ x =
    ![-2 * e * x 0 - w * x 1, -w * x 0 - w * x 2, -w * x 1 + 2 * e * x 2] := by
  ext i
  fin_cases i <;> simp [lipkinH, Matrix.mulVec, dotProduct, Fin.sum_univ_succ] <;> ring

/-- The similarity-transformed Hamiltonian `exp(-tX) H exp(tX)` acting on the reference:
its component on the four-particle excitation vanishes for every amplitude `t`. -/
theorem transformed_reference (e w t : ℝ) :
    NormedSpace.exp ((-t) • shift) *ᵥ (lipkinH e w *ᵥ ccd t) =
      ![-2 * e - w * t, w * t ^ 2 / 2 + 2 * e * t - w, 0] := by
  rw [exp_shift, ccd_eq, lipkinH_mulVec]
  ext i
  fin_cases i <;> simp [Matrix.mulVec, dotProduct, Fin.sum_univ_succ] <;> ring
```

Next come \(s>0\), \(-R=-(2e+ws)\) and equation (1).

```lean
lemma amp_spec (e : ℝ) {w : ℝ} (hw : 0 < w) : 0 < amp e w ∧
    E₀ e w = -(2 * e + w * amp e w) ∧
    w * amp e w ^ 2 / 2 + 2 * e * amp e w - w = 0 := by
  have hR : √(4 * e ^ 2 + 2 * w ^ 2) ^ 2 = 4 * e ^ 2 + 2 * w ^ 2 :=
    Real.sq_sqrt (by positivity)
  have hlt : 2 * e < √(4 * e ^ 2 + 2 * w ^ 2) :=
    Real.lt_sqrt_of_sq_lt (by nlinarith [pow_pos hw 2])
  have h2 : w * amp e w = √(4 * e ^ 2 + 2 * w ^ 2) - 2 * e := by
    rw [amp]; field_simp
  refine ⟨div_pos (by linarith) hw, by rw [E₀]; linarith, ?_⟩
  apply mul_left_cancel₀ hw.ne'
  linear_combination ((w * amp e w + √(4 * e ^ 2 + 2 * w ^ 2) - 2 * e) / 2 + 2 * e) * h2
    + hR / 2
```

The next theorem assumes \(w>0\). The eigenvector equation is checked by components, using (1) as `ha`. The identity `gap` is the sum of squares; `y1` and `y2` record that both squares vanish at equality.

```lean
/-- The CCD state with amplitude `s` is an eigenstate of energy `E₀`; no state has a lower
energy, and only its multiples attain the bound. -/
theorem ccd_ground_state (e : ℝ) {w : ℝ} (hw : 0 < w) :
    lipkinH e w *ᵥ ccd (amp e w) = E₀ e w • ccd (amp e w) ∧
    ∀ x : Fin 3 → ℝ, E₀ e w * (x ⬝ᵥ x) ≤ x ⬝ᵥ lipkinH e w *ᵥ x ∧
      (x ⬝ᵥ lipkinH e w *ᵥ x = E₀ e w * (x ⬝ᵥ x) ↔ ∃ c : ℝ, x = c • ccd (amp e w)) := by
  obtain ⟨hs, hE, ha⟩ := amp_spec e hw
  rw [hE, ccd_eq]
  generalize amp e w = s at hs ha
  constructor
  · rw [lipkinH_mulVec]
    ext i
    fin_cases i
    · show -2 * e * 1 - w * s = -(2 * e + w * s) * 1
      ring
    · show -w * 1 - w * (s ^ 2 / 2) = -(2 * e + w * s) * s
      linear_combination ha
    · show -w * s + 2 * e * (s ^ 2 / 2) = -(2 * e + w * s) * (s ^ 2 / 2)
      linear_combination s * ha
  intro x
  -- the energy above E₀ is a sum of two squares
  have gap : s * (x ⬝ᵥ lipkinH e w *ᵥ x - -(2 * e + w * s) * (x ⬝ᵥ x)) =
      w * (s * x 0 - x 1) ^ 2 + 2 * w * (x 2 - s * x 1 / 2) ^ 2 := by
    rw [lipkinH_mulVec, dotProduct, dotProduct, Fin.sum_univ_three, Fin.sum_univ_three]
    show s * (x 0 * (-2 * e * x 0 - w * x 1) + x 1 * (-w * x 0 - w * x 2)
      + x 2 * (-w * x 1 + 2 * e * x 2)
      - -(2 * e + w * s) * (x 0 * x 0 + x 1 * x 1 + x 2 * x 2)) = _
    linear_combination (x 1 ^ 2 + 2 * x 2 ^ 2) * ha
  have p1 : 0 ≤ w * (s * x 0 - x 1) ^ 2 := by positivity
  have p2 : 0 ≤ 2 * w * (x 2 - s * x 1 / 2) ^ 2 := by positivity
  refine ⟨?_, fun h => ?_, ?_⟩
  · have := nonneg_of_mul_nonneg_right (gap ▸ add_nonneg p1 p2) hs
    linarith
  · rw [h, sub_self, mul_zero] at gap
    have z1 : w * (s * x 0 - x 1) ^ 2 = 0 := by linarith
    have z2 : 2 * w * (x 2 - s * x 1 / 2) ^ 2 = 0 := by linarith
    have y1 : s * x 0 - x 1 = 0 :=
      pow_eq_zero_iff two_ne_zero |>.mp ((mul_eq_zero.mp z1).resolve_left hw.ne')
    have y2 : x 2 - s * x 1 / 2 = 0 :=
      pow_eq_zero_iff two_ne_zero |>.mp ((mul_eq_zero.mp z2).resolve_left (by positivity))
    refine ⟨x 0, ?_⟩
    ext i
    fin_cases i
    · show x 0 = x 0 * 1
      ring
    · show x 1 = x 0 * s
      linear_combination -y1
    · show x 2 = x 0 * (s ^ 2 / 2)
      linear_combination y2 - s / 2 * y1
  · rintro ⟨c, hx⟩
    have x0 : x 0 = c * 1 := by rw [hx]; rfl
    have x1 : x 1 = c * s := by rw [hx]; rfl
    have x2 : x 2 = c * (s ^ 2 / 2) := by rw [hx]; rfl
    have hz : w * (s * x 0 - x 1) ^ 2 + 2 * w * (x 2 - s * x 1 / 2) ^ 2 = 0 := by
      rw [x0, x1, x2]; ring
    rw [hz] at gap
    exact sub_eq_zero.mp ((mul_eq_zero.mp gap).resolve_left hs.ne')
```

## Agreement of the three variants

Both families have positive norm, so the energy quotients can be cleared of denominators.

```lean
lemma ccd_norm_pos (t : ℝ) : 0 < ccd t ⬝ᵥ ccd t := by
  rw [ccd_eq, dotProduct, Fin.sum_univ_three]
  show 0 < 1 * 1 + t * t + t ^ 2 / 2 * (t ^ 2 / 2)
  nlinarith [sq_nonneg t, sq_nonneg (t ^ 2)]

lemma ucc_norm (q : ℝ) : ucc q ⬝ᵥ ucc q = 1 := by
  have hr : √2 ^ 2 = (2 : ℝ) := Real.sq_sqrt (by norm_num)
  have h := Real.sin_sq_add_cos_sq (√2 * q)
  rw [ucc_eq, dotProduct, Fin.sum_univ_three]
  generalize Real.sin (√2 * q) = s at h
  generalize Real.cos (√2 * q) = c at h
  show (1 + c) / 2 * ((1 + c) / 2) + √2 / 2 * s * (√2 / 2 * s)
    + (1 - c) / 2 * ((1 - c) / 2) = 1
  linear_combination h / 2 + s ^ 2 / 4 * hr
```

The final theorem states, in order, the projected equations, the CCD minimum, the unitary minimum and the proportionality of the two states. It says that \(s\) solves the projected equations, not that it is their only root: \(t=-(R+2e)/w\) solves them too, with energy \(+R\). The bounds come from `ccd_ground_state`, and proportionality carries the minimum over to the unitary state.

```lean
/-- For `w > 0`, the amplitude `s` solves the projected equations with energy `E₀`, the variational
minima over CCD and over unitary CCD states both equal `E₀`, and they are attained at proportional
states. -/
theorem cc_variants_coincide (e : ℝ) {w : ℝ} (hw : 0 < w) :
    let s := amp e w
    let q := √2 * Real.arctan (s / √2)
    NormedSpace.exp ((-s) • shift) *ᵥ (lipkinH e w *ᵥ ccd s) = E₀ e w • refState ∧
    (energy e w (ccd s) = E₀ e w ∧ ∀ t, E₀ e w ≤ energy e w (ccd t)) ∧
    (energy e w (ucc q) = E₀ e w ∧ ∀ p, E₀ e w ≤ energy e w (ucc p)) ∧
    ccd s = (1 + s ^ 2 / 2) • ucc q := by
  intro s q
  obtain ⟨-, hE, ha⟩ := amp_spec e hw
  have hg := (ccd_ground_state e hw).2
  have hprop : ccd s = (1 + s ^ 2 / 2) • ucc q := ccd_eq_smul_ucc s
  have hk : (1 + s ^ 2 / 2) ≠ 0 := by positivity
  have hu : ∀ p, 0 < ucc p ⬝ᵥ ucc p := fun p => by rw [ucc_norm]; exact one_pos
  refine ⟨?_, ⟨?_, fun t => ?_⟩, ⟨?_, fun p => ?_⟩, hprop⟩
  · rw [transformed_reference, hE]
    ext i
    fin_cases i
    · show -2 * e - w * s = -(2 * e + w * s) * 1
      ring
    · show w * s ^ 2 / 2 + 2 * e * s - w = -(2 * e + w * s) * 0
      rw [mul_zero]
      exact ha
    · show (0 : ℝ) = -(2 * e + w * s) * 0
      ring
  · rw [energy, div_eq_iff (ccd_norm_pos s).ne']
    exact (hg _).2.mpr ⟨1, (one_smul ℝ _).symm⟩
  · rw [energy, le_div_iff₀ (ccd_norm_pos t)]
    exact (hg _).1
  · rw [energy, div_eq_iff (hu q).ne']
    refine (hg _).2.mpr ⟨(1 + s ^ 2 / 2)⁻¹, ?_⟩
    show ucc q = (1 + s ^ 2 / 2)⁻¹ • ccd s
    rw [hprop, smul_smul, inv_mul_cancel₀ hk, one_smul]
  · rw [energy, le_div_iff₀ (hu p)]
    exact (hg _).1

end

end LipkinCoupledCluster
```

```lean
#print axioms LipkinCoupledCluster.ccd_ground_state
#print axioms LipkinCoupledCluster.cc_variants_coincide
```

```
'LipkinCoupledCluster.ccd_ground_state' depends on axioms: [propext, Classical.choice, Quot.sound]
'LipkinCoupledCluster.cc_variants_coincide' depends on axioms: [propext, Classical.choice, Quot.sound]
```
